# Complex conjugation of the hopping matrix conjugates the auxiliary-field slice matrix

In an auxiliary-field treatment of the attractive Hubbard model, one time slice is the matrix `sliceMatrix`, namely exp(−dt K) times a diagonal matrix of real factors exp(l sᵢ + dt μ), with Ising fields sᵢ = ±1. The theorem `sliceMatrix_conj` states that, over an `RCLike` field, conjugating every entry of the hopping matrix K conjugates every entry of the slice matrix. The attempt writes entrywise conjugation as `Aᴴᵀ` (`hconj`), moves it past the factor −dt (`hK`), shows the diagonal is unchanged (`hD`), and finishes with `Matrix.exp_transpose` and `Matrix.exp_conjTranspose`.

The first attempt, which Lean rejects:

```lean
import Mathlib

open Matrix
open scoped ComplexOrder

namespace AttractiveHubbardAuxField

noncomputable section

/-- The value `±1` of an Ising auxiliary field. -/
def ising (b : Bool) : ℝ := if b then 1 else -1

/-- The one-body exponent `l s + dt μ` on a site with auxiliary field `s`. -/
def potential (dt μ l : ℝ) (b : Bool) : ℝ := l * ising b + dt * μ

variable {ι : Type*} [Fintype ι] [DecidableEq ι]

variable {𝕜 : Type*} [RCLike 𝕜] {L : ℕ}

/-- The single-slice matrix `B = exp (-dt K) diag exp (l s_i + dt μ)` for a real or complex
hopping matrix `K`. -/
def sliceMatrix (dt μ l : ℝ) (K : Matrix ι ι 𝕜) (s : ι → Bool) : Matrix ι ι 𝕜 :=
  NormedSpace.exp (-((dt : 𝕜) • K)) *
    diagonal fun i => ((Real.exp (potential dt μ l (s i)) : ℝ) : 𝕜)

/-- Complex conjugation of the hopping matrix conjugates the slice matrix entrywise. -/
theorem sliceMatrix_conj (dt μ l : ℝ) (K : Matrix ι ι 𝕜) (s : ι → Bool) :
    sliceMatrix dt μ l (K.map (starRingEnd 𝕜)) s =
      (sliceMatrix dt μ l K s).map (starRingEnd 𝕜) := by
  have hconj : ∀ A : Matrix ι ι 𝕜, A.map (starRingEnd 𝕜) = Aᴴᵀ := by
    intro A
    ext i j
    first
      | rfl
      | simp [conjTranspose_apply]
  have hK : -((dt : 𝕜) • K.map (starRingEnd 𝕜)) = (-((dt : 𝕜) • K))ᴴᵀ := by
    rw [← hconj]
    ext i j
    simp
  -- the field factors are real
  have hD : (diagonal fun i => ((Real.exp (potential dt μ l (s i)) : ℝ) : 𝕜)).map
      (starRingEnd 𝕜) = diagonal fun i => ((Real.exp (potential dt μ l (s i)) : ℝ) : 𝕜) := by
    ext i j
    by_cases h : i = j <;> simp [diagonal_apply, h]
  unfold sliceMatrix
  rw [Matrix.map_mul, hD, hK, Matrix.exp_transpose, Matrix.exp_conjTranspose, hconj]

end

end AttractiveHubbardAuxField
```

Lean reports:

```
Main.lean:36:73: error: unsolved goals
ι : Type u_1
inst✝² : Fintype ι
inst✝¹ : DecidableEq ι
𝕜 : Type u_2
inst✝ : RCLike 𝕜
dt μ l : ℝ
K : Matrix ι ι 𝕜
s : ι → Bool
hconj : ∀ (A : Matrix ι ι 𝕜), A.map ⇑(starRingEnd 𝕜) = Aᴴᵀ
i j : ι
⊢ dt • (starRingEnd 𝕜) (K i j) = (starRingEnd 𝕜) (dt • K i j)
Main.lean:44:33: warning: This simp argument is unused:
  diagonal_apply

Hint: Omit it from the simp argument list.
  [apply] simp [h]

Note: This linter can be disabled with `set_option linter.unusedSimpArgs false`
```

Diagnosis. The error is in `hK`. After `ext i j`, the bare `simp` leaves `dt • (starRingEnd 𝕜) (K i j) = (starRingEnd 𝕜) (dt • K i j)`. The statement scales by the coerced scalar `(dt : 𝕜)`, but the remaining goal shows the real `dt` acting by `•` on elements of `𝕜`, on the right inside the conjugation, and `simp` stops there.

The repair uses `simp only`, so that conversion is not made. `Matrix.map_apply`, `Matrix.neg_apply` and `Matrix.smul_apply` reduce to entries; `smul_eq_mul` turns the action of `(dt : 𝕜)` into multiplication in `𝕜`; `_root_.map_neg` and `_root_.map_mul` push the ring homomorphism `starRingEnd 𝕜` through the negation and the product; `RCLike.conj_ofReal` says conjugation fixes the coerced real `dt`. Both sides then agree.

The warning says `diagonal_apply` was unused in `hD`; dropping it is tidying. Replacing the `first` combinator in `hconj` by `rfl` alone is also tidying: no message concerns it.

Fix (accepted with no message):

```diff
@@ -31,16 +31,15 @@
     intro A
     ext i j
-    first
-      | rfl
-      | simp [conjTranspose_apply]
+    rfl
   have hK : -((dt : 𝕜) • K.map (starRingEnd 𝕜)) = (-((dt : 𝕜) • K))ᴴᵀ := by
     rw [← hconj]
     ext i j
-    simp
+    simp only [Matrix.map_apply, Matrix.neg_apply, Matrix.smul_apply, smul_eq_mul,
+      _root_.map_neg, _root_.map_mul, RCLike.conj_ofReal]
   -- the field factors are real
   have hD : (diagonal fun i => ((Real.exp (potential dt μ l (s i)) : ℝ) : 𝕜)).map
       (starRingEnd 𝕜) = diagonal fun i => ((Real.exp (potential dt μ l (s i)) : ℝ) : 𝕜) := by
     ext i j
-    by_cases h : i = j <;> simp [diagonal_apply, h]
+    by_cases h : i = j <;> simp [h]
   unfold sliceMatrix
   rw [Matrix.map_mul, hD, hK, Matrix.exp_transpose, Matrix.exp_conjTranspose, hconj]
```
